# No linear quantisation with QP − PQ = iħ ≠ 0 preserves the squares of all polynomials in q and p

## A classical product with two quantum readings

A particle on a line has position q and momentum p, and the classical observable q²p² is both the square of qp and the product of q² and p². In quantum mechanics q and p become operators Q and P with QP − PQ = iħ, so an operator for q²p² needs an ordering. One might ask for a linear rule T from classical to quantum observables that at least respects squares: if measuring f gives the value λ, then f² should have the value λ². No such rule can also send q to Q and p to P, and q²p² already shows the conflict. For polynomial observables of one degree of freedom, an ordering convention therefore has to give up some squares, which can matter when a Hamiltonian contains products of powers of q and p.

## The obstruction in degree two

Let A be a complex algebra with 1 ≠ 0, containing Q and P with QP − PQ = iħ and ħ ≠ 0. Then no linear T from the complex polynomials in q and p to A satisfies Tq = Q, Tp = P and

T(f²) = T(f)² for all f of degree at most 2.

Consequently, no such T satisfies the square rule for all f.

In Lean, `Obs` is the polynomial algebra, with `q` and `p` as its two variables, and T is a linear map `Obs →ₗ[ℂ] A`. The right-hand side of the commutation relation is `(Complex.I * hbar) • (1 : A)`, where `hbar` may be any nonzero complex number. Neither T(1) = 1 nor self-adjointness is assumed.

The algebra allows every product of its elements. For unbounded operators on a Hilbert space, one must first supply a common domain that they all map into itself.

The name `no_von_neumann_rule` refers to squares only, not to general functions of an observable. Groenewold's name, in the namespace, is usually attached to an obstruction for Poisson brackets; no bracket condition enters here.

## Two values for q²p²

Write S(a,b) = (ab + ba)/2. Expanding T((f+g)²) = (Tf + Tg)² gives

T(f²) + 2T(fg) + T(g²) = (Tf)² + Tf Tg + Tg Tf + (Tg)².

The square rule for f and g cancels the outer terms, so T(fg) = S(Tf,Tg). Hence T(qp) = S(Q,P), and the two readings give

T(q²p²) = T(qp)² = S(Q,P)²,
T(q²p²) = S(T(q²),T(p²)) = S(Q²,P²).

Only the squares of q, p, q + p, qp, q², p² and q² + p² were used, all of them real polynomials of degree at most 2. Now set c = iħ and z = QP, so that PQ = z − c. Then

Q²P² = Q(PQ + c)P = z² + cz,
P²Q² = P(QP − c)Q = (z − c)² − c(z − c) = z² − 3cz + 2c²,
S(Q²,P²) = z² − cz + c²,
S(Q,P)² = (z − c/2)² = z² − cz + c²/4.

The first forced value minus the second is −3c²/4 = 3ħ²/4 times the identity. It should be zero, but ħ ≠ 0 and 1 ≠ 0.

## Degree one is harmless

The bound 2 cannot be lowered to 1. Let T send 1, q, p, q², qp, p² to 1, Q, P, Q², S(Q,P), P², and all higher monomials to 0. Then

T((aq + bp + c)²) = a²Q² + 2ab S(Q,P) + b²P² + 2acQ + 2bcP + c² = (aQ + bP + c)²,

where a, b, c are now arbitrary complex numbers. This holds for any Q and P. The map is called `quadraticWeyl`; unlike full Weyl quantisation, it discards everything beyond second order.

## Operators that satisfy the relation

On polynomials f(x), take Q as multiplication by x and P = −iħ d/dx. Then

(QP − PQ)f = −iħxf′ + iħ(f + xf′) = iħf.

These polynomials serve as an algebraic example, not as normalisable states on the line.

## The complete Lean file

```lean
import Mathlib

open MvPolynomial

namespace GroenewoldSquares

noncomputable section

/-- Classical observables: complex polynomials in one position and one momentum. -/
abbrev Obs := MvPolynomial (Fin 2) ℂ

/-- The classical position. -/
abbrev q : Obs := X 0

/-- The classical momentum. -/
abbrev p : Obs := X 1

variable {A : Type*} [Ring A] [Algebra ℂ A]

/-- The symmetrised product `(ab + ba)/2` of two quantum observables. -/
def symProd (a b : A) : A := (1 / 2 : ℂ) • (a * b + b * a)

/-- If a linear quantisation respects the squares of `f`, `g` and `f + g`, it sends the
product `fg` to the symmetrised product of the quantised factors. -/
theorem map_mul_eq_symProd (T : Obs →ₗ[ℂ] A) (f g : Obs)
    (hf : T (f ^ 2) = T f ^ 2) (hg : T (g ^ 2) = T g ^ 2)
    (hfg : T ((f + g) ^ 2) = T (f + g) ^ 2) :
    T (f * g) = symProd (T f) (T g) := by
  have h : (f + g) ^ 2 = f ^ 2 + g ^ 2 + (2 : ℂ) • (f * g) := by
    rw [two_smul]; ring
  rw [h] at hfg
  simp only [map_add, map_smul, hf, hg] at hfg
  -- the cross terms of the two squares must agree
  have e : (2 : ℂ) • T (f * g) = T f * T g + T g * T f := by
    calc (2 : ℂ) • T (f * g) = (T f + T g) ^ 2 - T f ^ 2 - T g ^ 2 := by
          rw [← hfg]; abel
      _ = T f * T g + T g * T f := by noncomm_ring
  unfold symProd
  rw [← e, smul_smul]
  norm_num

/-- A linear quantisation with `q ↦ Q`, `p ↦ P` that respects squares of observables of degree
at most two assigns to `q²p²` both the square of the symmetrised product of `Q` and `P` and the
symmetrised product of `Q²` and `P²`. -/
theorem forced_values (T : Obs →ₗ[ℂ] A) {Q P : A} (hQ : T q = Q) (hP : T p = P)
    (hT : ∀ f : Obs, f.totalDegree ≤ 2 → T (f ^ 2) = T f ^ 2) :
    T (q ^ 2 * p ^ 2) = symProd Q P ^ 2 ∧
      T (q ^ 2 * p ^ 2) = symProd (Q ^ 2) (P ^ 2) := by
  have dq : totalDegree q ≤ 2 := by simp [totalDegree_X]
  have dp : totalDegree p ≤ 2 := by simp [totalDegree_X]
  have dq2 : totalDegree (q ^ 2) ≤ 2 := (totalDegree_X_pow 0 2).le
  have dp2 : totalDegree (p ^ 2) ≤ 2 := (totalDegree_X_pow 1 2).le
  have dqp : totalDegree (q * p) ≤ 2 :=
    (totalDegree_mul _ _).trans (by simp [totalDegree_X])
  constructor
  · -- read `q²p²` as `(qp)²`
    rw [← mul_pow, hT _ dqp, map_mul_eq_symProd T q p (hT _ dq) (hT _ dp)
      (hT _ ((totalDegree_add _ _).trans (max_le dq dp))), hQ, hP]
  · -- read `q²p²` as the product of `q²` and `p²`
    rw [map_mul_eq_symProd T (q ^ 2) (p ^ 2) (hT _ dq2) (hT _ dp2)
      (hT _ ((totalDegree_add _ _).trans (max_le dq2 dp2))), hT _ dq, hT _ dp, hQ, hP]

/-- If `QP - PQ = iħ`, the square of the symmetrised product of `Q` and `P` minus the symmetrised
product of `Q²` and `P²` equals `3ħ²/4` times the identity. -/
theorem ordering_gap {Q P : A} {hbar : ℂ}
    (h : Q * P - P * Q = (Complex.I * hbar) • (1 : A)) :
    symProd Q P ^ 2 - symProd (Q ^ 2) (P ^ 2) = (3 * hbar ^ 2 / 4) • (1 : A) := by
  obtain ⟨c, hc⟩ : ∃ c : ℂ, c = Complex.I * hbar := ⟨_, rfl⟩
  rw [← hc] at h
  have hs : 3 * hbar ^ 2 / 4 = -(3 / 4) * c ^ 2 := by
    rw [hc, mul_pow, Complex.I_sq]; ring
  have hQP : Q * P = P * Q + c • (1 : A) := by rw [← h]; abel
  have hPQ : P * Q = Q * P - c • (1 : A) := by rw [← h]; abel
  -- express both quartic orderings through `QP` and `PQ`
  have h1 : Q ^ 2 * P ^ 2 = (Q * P) * (Q * P) + c • (Q * P) := by
    calc Q ^ 2 * P ^ 2 = Q * (Q * P) * P := by noncomm_ring
      _ = Q * (P * Q + c • (1 : A)) * P := by rw [hQP]
      _ = (Q * P) * (Q * P) + c • (Q * P) := by
        simp only [mul_add, add_mul, mul_smul_comm, smul_mul_assoc, mul_one, mul_assoc]
  have h2 : P ^ 2 * Q ^ 2 = (P * Q) * (P * Q) - c • (P * Q) := by
    calc P ^ 2 * Q ^ 2 = P * (P * Q) * Q := by noncomm_ring
      _ = P * (Q * P - c • (1 : A)) * Q := by rw [hPQ]
      _ = (P * Q) * (P * Q) - c • (P * Q) := by
        simp only [mul_sub, sub_mul, mul_smul_comm, smul_mul_assoc, mul_one, mul_assoc]
  unfold symProd
  rw [hs, h1, h2, hPQ]
  -- only the single operator `QP` is left
  generalize Q * P = z
  simp only [pow_two, smul_mul_assoc, mul_smul_comm, mul_add, add_mul, mul_sub, sub_mul,
    mul_one, one_mul]
  module

/-- In a nontrivial complex algebra with `QP - PQ = iħ`, `ħ ≠ 0`, no linear quantisation with
`q ↦ Q`, `p ↦ P` respects the squares of all observables of degree at most two. -/
theorem no_square_preserving_quantisation [Nontrivial A] {Q P : A} {hbar : ℂ}
    (h0 : hbar ≠ 0) (h : Q * P - P * Q = (Complex.I * hbar) • (1 : A)) :
    ¬ ∃ T : Obs →ₗ[ℂ] A, T q = Q ∧ T p = P ∧
      ∀ f : Obs, f.totalDegree ≤ 2 → T (f ^ 2) = T f ^ 2 := by
  rintro ⟨T, hQ, hP, hT⟩
  obtain ⟨v1, v2⟩ := forced_values T hQ hP hT
  have gap := ordering_gap h
  rw [← v1, ← v2, sub_self] at gap
  have hne : 3 * hbar ^ 2 / 4 ≠ 0 :=
    div_ne_zero (mul_ne_zero (by norm_num) (pow_ne_zero 2 h0)) (by norm_num)
  exact smul_ne_zero hne one_ne_zero gap.symm

/-- In a nontrivial complex algebra with `QP - PQ = iħ`, `ħ ≠ 0`, no linear quantisation with
`q ↦ Q`, `p ↦ P` satisfies `T(f²) = T(f)²` for every polynomial `f`. -/
theorem no_von_neumann_rule [Nontrivial A] {Q P : A} {hbar : ℂ}
    (h0 : hbar ≠ 0) (h : Q * P - P * Q = (Complex.I * hbar) • (1 : A)) :
    ¬ ∃ T : Obs →ₗ[ℂ] A, T q = Q ∧ T p = P ∧ ∀ f : Obs, T (f ^ 2) = T f ^ 2 :=
  fun ⟨T, hQ, hP, hT⟩ =>
    no_square_preserving_quantisation h0 h ⟨T, hQ, hP, fun f _ => hT f⟩

/-- The affine observable `aq + bp + c`. -/
def affine (a b c : ℂ) : Obs := C a * q + C b * p + C c

/-- Symmetrically ordered quantisation of the terms up to second order (constant and linear terms
included) in the Taylor expansion of an observable at the origin of phase space. -/
def quadraticWeyl (Q P : A) : Obs →ₗ[ℂ] A where
  toFun f := eval 0 f • (1 : A) + eval 0 (pderiv 0 f) • Q + eval 0 (pderiv 1 f) • P
    + (eval 0 (pderiv 0 (pderiv 0 f)) / 2) • Q ^ 2
    + eval 0 (pderiv 0 (pderiv 1 f)) • symProd Q P
    + (eval 0 (pderiv 1 (pderiv 1 f)) / 2) • P ^ 2
  map_add' f g := by
    simp only [map_add]
    module
  map_smul' c f := by
    simp only [Derivation.map_smul, smul_eval, RingHom.id_apply]
    module

/-- The degree bound two cannot be lowered to one: for any `Q` and `P`, the linear map
`quadraticWeyl Q P` sends `q` to `Q` and `p` to `P` and respects the squares of all affine
observables. -/
theorem quadraticWeyl_affine_squares (Q P : A) :
    quadraticWeyl Q P q = Q ∧ quadraticWeyl Q P p = P ∧
      ∀ a b c : ℂ, quadraticWeyl Q P (affine a b c ^ 2)
        = quadraticWeyl Q P (affine a b c) ^ 2 := by
  have n10 : pderiv (0 : Fin 2) (X 1 : Obs) = 0 := pderiv_X_of_ne (by decide)
  have n01 : pderiv (1 : Fin 2) (X 0 : Obs) = 0 := pderiv_X_of_ne (by decide)
  refine ⟨by simp [quadraticWeyl, n01], by simp [quadraticWeyl, n10], fun a b c => ?_⟩
  -- value and slopes of the affine observable at the origin
  have he : eval 0 (affine a b c) = c := by simp [affine]
  have h0 : pderiv 0 (affine a b c) = C a := by simp [affine, n10]
  have h1 : pderiv 1 (affine a b c) = C b := by simp [affine, n01]
  simp only [quadraticWeyl, LinearMap.coe_mk, AddHom.coe_mk, symProd, pow_two,
    Derivation.leibniz, smul_eq_mul, map_add, map_mul, h0, h1, he, pderiv_C, eval_C,
    map_zero, mul_zero, zero_add, add_zero, zero_div, zero_smul]
  simp only [mul_add, add_mul, smul_mul_assoc, mul_smul_comm, mul_one, one_mul]
  module

/-- Position on polynomial wave functions: multiplication by `x`. -/
def position : Module.End ℂ (Polynomial ℂ) := LinearMap.mulLeft ℂ Polynomial.X

/-- Momentum on polynomial wave functions: `-iħ d/dx`. -/
def momentum (hbar : ℂ) : Module.End ℂ (Polynomial ℂ) :=
  (-(Complex.I * hbar)) • Polynomial.derivative

/-- Multiplication by `x` and `-iħ d/dx` on polynomial wave functions satisfy
`QP - PQ = iħ`. -/
theorem commutation_witness (hbar : ℂ) :
    position * momentum hbar - momentum hbar * position
      = (Complex.I * hbar) • (1 : Module.End ℂ (Polynomial ℂ)) := by
  refine LinearMap.ext fun f => ?_
  change Polynomial.X * ((-(Complex.I * hbar)) • Polynomial.derivative f)
    - (-(Complex.I * hbar)) • Polynomial.derivative (Polynomial.X * f)
    = (Complex.I * hbar) • f
  rw [Polynomial.derivative_mul, Polynomial.derivative_X]
  simp only [Polynomial.smul_eq_C_mul, Polynomial.C_neg]
  ring

end

end GroenewoldSquares
```

```lean
#print axioms GroenewoldSquares.no_square_preserving_quantisation
#print axioms GroenewoldSquares.no_von_neumann_rule
#print axioms GroenewoldSquares.quadraticWeyl_affine_squares
```

```
'GroenewoldSquares.no_square_preserving_quantisation' depends on axioms: [propext, Classical.choice, Quot.sound]
'GroenewoldSquares.no_von_neumann_rule' depends on axioms: [propext, Classical.choice, Quot.sound]
'GroenewoldSquares.quadraticWeyl_affine_squares' depends on axioms: [propext, Classical.choice, Quot.sound]
```

## From the calculation to the Lean proof

`map_mul_eq_symProd` is the polarisation step; `noncomm_ring` expands the squares without commuting factors. `forced_values` applies it to both readings, after checking that each polynomial to which the square rule is applied has degree at most 2.

`ordering_gap` writes both quartic products through QP and PQ, eliminates PQ, and replaces QP by a single letter `z`. The tactic `module` then compares coefficients. `no_square_preserving_quantisation` subtracts the two forced values and contradicts `smul_ne_zero`; `no_von_neumann_rule` restricts a supposed rule for all f to degree at most 2.

For `quadraticWeyl_affine_squares`, the coefficients are read off as derivatives at the origin, so the product rule `Derivation.leibniz` does the work of expanding the affine square. `commutation_witness` applies both sides to a polynomial and uses the product rule for x f.
